# Maxwell–Calladine count in three dimensions: independent zero modes plus bonds equal 3N plus independent self-stresses

For `N` atoms at any positions in three dimensions, joined by a finite list of `E` bonds, `maxwell_calladine` states that the number of independent zero modes plus `E` equals `3N` plus the number of independent self-stresses. Zero modes are displacements that keep every squared bond length fixed to first order, rigid motions included; they form the kernel of the B matrix, whose rows are the gradients of half the squared bond lengths. Self-stresses are bond coefficients whose forces cancel on every atom, and they form the kernel of the transposed matrix. The proof applies the rank–nullity theorem to both matrices, uses the equality of their ranks, and leaves the arithmetic to `omega`.

Lean 4 with Mathlib refuses this proof:

```lean
import Mathlib

open Matrix

namespace MaxwellCounting

noncomputable section

/-- Cartesian displacements of `N` atoms, stacked into one vector with `3N` components. -/
abbrev Displacement (N : ℕ) := Fin N × Fin 3 → ℝ

/-- The B matrix of a list of bonds: each row is the gradient of half the squared length
of one bond with respect to the Cartesian coordinates of the atoms. -/
def bMatrix {N E : ℕ} (x : Fin N → Fin 3 → ℝ) (bond : Fin E → Fin N × Fin N) :
    Matrix (Fin E) (Fin N × Fin 3) ℝ :=
  Matrix.of fun b p =>
    ((if p.1 = (bond b).1 then 1 else 0) - (if p.1 = (bond b).2 then 1 else 0)) *
      (x (bond b).1 p.2 - x (bond b).2 p.2)

/-- The zero modes: displacements that leave every squared bond length unchanged to first order. -/
abbrev zeroModes {N E : ℕ} (x : Fin N → Fin 3 → ℝ) (bond : Fin E → Fin N × Fin N) :
    Submodule ℝ (Displacement N) :=
  LinearMap.ker (bMatrix x bond).mulVecLin

/-- The self-stresses: bond coefficients whose forces, given by the transposed B matrix, cancel on
every atom. -/
abbrev selfStresses {N E : ℕ} (x : Fin N → Fin 3 → ℝ) (bond : Fin E → Fin N × Fin N) :
    Submodule ℝ (Fin E → ℝ) :=
  LinearMap.ker (bMatrix x bond)ᵀ.mulVecLin

/-- `N` atoms have `3N` Cartesian degrees of freedom. -/
theorem finrank_displacement (N : ℕ) : Module.finrank ℝ (Displacement N) = 3 * N := by
  simp only [Module.finrank_fintype_fun_eq_card, Fintype.card_prod, Fintype.card_fin]
  omega

/-- Maxwell–Calladine count: the number of independent zero modes plus the number of bonds
equals `3N` plus the number of independent self-stresses. -/
theorem maxwell_calladine {N E : ℕ} (x : Fin N → Fin 3 → ℝ)
    (bond : Fin E → Fin N × Fin N) :
    Module.finrank ℝ (zeroModes x bond) + E =
      3 * N + Module.finrank ℝ (selfStresses x bond) := by
  have h1 := LinearMap.finrank_range_add_finrank_ker (bMatrix x bond).mulVecLin
  have h2 := LinearMap.finrank_range_add_finrank_ker (bMatrix x bond)ᵀ.mulVecLin
  -- the B matrix and its transpose have the same rank
  have h3 := Matrix.rank_transpose (bMatrix x bond)
  unfold Matrix.rank at h3
  rw [finrank_displacement] at h1
  rw [Module.finrank_fintype_fun_eq_card, Fintype.card_fin] at h2
  omega

end

end MaxwellCounting
```

Compiling this gives:

```
Main.lean:49:2: error: omega could not prove the goal:
a possible counterexample may satisfy the constraints
  e ≥ 0
  d ≥ 0
  c ≥ 0
  b ≥ 0
  b - c ≤ 0
  a ≥ 0
  3*a - c + d - e ≥ 1
  3*a + b - c ≥ 0
where
 a := ↑N
 b := ↑(Module.finrank ℝ ↥(bMatrix x bond)ᵀ.mulVecLin.ker)
 c := ↑E
 d := ↑(Module.finrank ℝ ↥(selfStresses x bond))
 e := ↑(Module.finrank ℝ ↥(zeroModes x bond))
```

What went wrong. The count `omega` needs is already there, but under other names. `h1` and `h2` speak of the kernels of the two `mulVecLin` maps, while the goal speaks of `zeroModes x bond` and `selfStresses x bond`. These are the same subspaces by definition, yet `omega` did not identify their dimensions. The message shows this: `b`, the dimension of the transposed matrix's kernel, and `d`, that of `selfStresses x bond`, are listed as separate unknowns. Nothing then ties `d` and `e` to the rank equations, and a counterexample seems possible.

The repair states the types of `h1` and `h2` explicitly, with `zeroModes x bond` and `selfStresses x bond` in place of the kernels. Lean accepts the same rank–nullity terms as proofs, since the two forms agree by definition. The hypotheses and the goal now share their unknowns, and `omega` can finish. Writing out the right-hand sides as dimensions of `Displacement N` and `Fin E → ℝ` only completes the stated types; the rewrites that use them had already worked.

As a diff, the version that Lean accepts:

```diff
@@ -40,6 +40,10 @@
     Module.finrank ℝ (zeroModes x bond) + E =
       3 * N + Module.finrank ℝ (selfStresses x bond) := by
-  have h1 := LinearMap.finrank_range_add_finrank_ker (bMatrix x bond).mulVecLin
-  have h2 := LinearMap.finrank_range_add_finrank_ker (bMatrix x bond)ᵀ.mulVecLin
+  have h1 : Module.finrank ℝ (LinearMap.range (bMatrix x bond).mulVecLin) +
+      Module.finrank ℝ (zeroModes x bond) = Module.finrank ℝ (Displacement N) :=
+    LinearMap.finrank_range_add_finrank_ker (bMatrix x bond).mulVecLin
+  have h2 : Module.finrank ℝ (LinearMap.range (bMatrix x bond)ᵀ.mulVecLin) +
+      Module.finrank ℝ (selfStresses x bond) = Module.finrank ℝ (Fin E → ℝ) :=
+    LinearMap.finrank_range_add_finrank_ker (bMatrix x bond)ᵀ.mulVecLin
   -- the B matrix and its transpose have the same rank
   have h3 := Matrix.rank_transpose (bMatrix x bond)
```
